# Along a continuous normalised Bogoliubov–de Gennes branch at fixed pairing, the energy's slope in the chemical potential is hole weight minus particle weight

The energy of a fermionic Bogoliubov quasiparticle with state $x=(u,v)$, normalised so that $\|u\|^2+\|v\|^2=1$, changes with the chemical potential $\mu$ at the rate $E'(\mu)=\|v\|^2-\|u\|^2$, provided that the rest of the Hamiltonian is held fixed and the state follows a branch that is continuous at $\mu$. The rate is zero wherever $v$ is a phase times the complex conjugate of $u$.

```lean
import Mathlib

open Matrix Filter Topology

namespace QuasiparticleCharge

noncomputable section

variable {n : Type*} [Fintype n] [DecidableEq n]

/-- The matrix `τ_z`: `+1` on particle components and `-1` on hole components. -/
def tauZ (n : Type*) [DecidableEq n] : Matrix (n ⊕ n) (n ⊕ n) ℂ :=
  Matrix.diagonal (Sum.elim (fun _ => 1) (fun _ => -1))

/-- The Bogoliubov-de Gennes Hamiltonian `H₀ - μ τ_z` at chemical potential `μ`. -/
def bdg (H0 : Matrix (n ⊕ n) (n ⊕ n) ℂ) (μ : ℝ) : Matrix (n ⊕ n) (n ⊕ n) ℂ :=
  H0 - (μ : ℂ) • tauZ n

/-- The particle weight `‖u‖²` of a state `(u, v)`. -/
def particleWeight (x : n ⊕ n → ℂ) : ℝ := ∑ i, ‖x (Sum.inl i)‖ ^ 2

/-- The hole weight `‖v‖²` of a state `(u, v)`. -/
def holeWeight (x : n ⊕ n → ℂ) : ℝ := ∑ i, ‖x (Sum.inr i)‖ ^ 2

omit [DecidableEq n] in
/-- The squared norm of a state is the sum of its particle and hole weights. -/
theorem norm_eq_weights (x : n ⊕ n → ℂ) :
    star x ⬝ᵥ x = ((particleWeight x + holeWeight x : ℝ) : ℂ) := by
  simp [dotProduct, Fintype.sum_sum_type, particleWeight, holeWeight, Complex.conj_mul']

/-- The expectation value of `τ_z` is the particle weight minus the hole weight. -/
theorem tauZ_expectation (x : n ⊕ n → ℂ) :
    star x ⬝ᵥ (tauZ n *ᵥ x) = ((particleWeight x - holeWeight x : ℝ) : ℂ) := by
  simp [dotProduct, Fintype.sum_sum_type, tauZ, Matrix.mulVec_diagonal, particleWeight,
    holeWeight, Complex.conj_mul', sub_eq_add_neg]

omit [Fintype n] in
/-- If `H₀` is Hermitian, then so is `H₀ - μ τ_z` at every real chemical potential `μ`. -/
theorem bdg_isHermitian {H0 : Matrix (n ⊕ n) (n ⊕ n) ℂ} (hH : H0.IsHermitian) (μ : ℝ) :
    (bdg H0 μ).IsHermitian := by
  have hτ : (tauZ n)ᴴ = tauZ n := by
    rw [tauZ, Matrix.diagonal_conjTranspose]
    congr 1
    funext i
    rcases i with i | i <;> simp
  have hμ : star (μ : ℂ) = μ := Complex.conj_ofReal μ
  change (H0 - (μ : ℂ) • tauZ n)ᴴ = H0 - (μ : ℂ) • tauZ n
  rw [Matrix.conjTranspose_sub, Matrix.conjTranspose_smul, hH.eq, hτ, hμ]

/-- For eigenstates `x` at `μ` and `y` at `ν`, the energy difference times the overlap equals
minus the change of chemical potential times the matrix element of `τ_z`. -/
theorem finite_difference_identity {H0 : Matrix (n ⊕ n) (n ⊕ n) ℂ} (hH : H0.IsHermitian)
    {μ ν E F : ℝ} {x y : n ⊕ n → ℂ}
    (hx : bdg H0 μ *ᵥ x = (E : ℂ) • x) (hy : bdg H0 ν *ᵥ y = (F : ℂ) • y) :
    ((F : ℂ) - E) * (star x ⬝ᵥ y) = -(((ν : ℂ) - μ) * (star x ⬝ᵥ (tauZ n *ᵥ y))) := by
  have hE : star (E : ℂ) = E := Complex.conj_ofReal E
  -- let the Hamiltonian at `μ` act to the left
  have h1 : star x ⬝ᵥ (bdg H0 μ *ᵥ y) = (E : ℂ) * (star x ⬝ᵥ y) := by
    rw [Matrix.dotProduct_mulVec, ← (bdg_isHermitian hH μ).eq, ← Matrix.star_mulVec, hx,
      star_smul, smul_dotProduct, hE, smul_eq_mul]
  have h2 : bdg H0 ν *ᵥ y = bdg H0 μ *ᵥ y - ((ν : ℂ) - μ) • (tauZ n *ᵥ y) := by
    simp only [bdg, Matrix.sub_mulVec, Matrix.smul_mulVec]
    module
  have h3 := congrArg (fun w => star x ⬝ᵥ w) (h2.symm.trans hy)
  simp only [dotProduct_sub, dotProduct_smul, smul_eq_mul, h1] at h3
  linear_combination -h3

/-- Along a branch of eigenstates `(u, v)` that is continuous and normalised at `μ`, the
quasiparticle energy is differentiable at `μ` with slope `‖v‖² - ‖u‖²`. -/
theorem hasDerivAt_energy {H0 : Matrix (n ⊕ n) (n ⊕ n) ℂ} (hH : H0.IsHermitian)
    {E : ℝ → ℝ} {x : ℝ → n ⊕ n → ℂ} {μ : ℝ}
    (heig : ∀ᶠ ν in 𝓝 μ, bdg H0 ν *ᵥ x ν = (E ν : ℂ) • x ν)
    (hx : ContinuousAt x μ) (hnorm : particleWeight (x μ) + holeWeight (x μ) = 1) :
    HasDerivAt E (holeWeight (x μ) - particleWeight (x μ)) μ := by
  have cs : Continuous fun y : n ⊕ n → ℂ => star (x μ) ⬝ᵥ y := by
    simp only [dotProduct]
    fun_prop
  have ct : Continuous fun y : n ⊕ n → ℂ => star (x μ) ⬝ᵥ (tauZ n *ᵥ y) := by
    simp only [Matrix.mulVec, dotProduct]
    fun_prop
  have hs : Tendsto (fun ν => star (x μ) ⬝ᵥ x ν) (𝓝 μ) (𝓝 (star (x μ) ⬝ᵥ x μ)) :=
    (cs.tendsto (x μ)).comp hx.tendsto
  have ht : Tendsto (fun ν => star (x μ) ⬝ᵥ (tauZ n *ᵥ x ν)) (𝓝 μ)
      (𝓝 (star (x μ) ⬝ᵥ (tauZ n *ᵥ x μ))) :=
    (ct.tendsto (x μ)).comp hx.tendsto
  rw [norm_eq_weights, hnorm] at hs
  rw [tauZ_expectation] at ht
  have h1 : ((1 : ℝ) : ℂ) ≠ 0 := by simp
  have hlim := (Complex.continuous_re.tendsto _).comp (ht.neg.div hs h1)
  have hval : (-((particleWeight (x μ) - holeWeight (x μ) : ℝ) : ℂ) / ((1 : ℝ) : ℂ)).re
      = holeWeight (x μ) - particleWeight (x μ) := by
    simp
  rw [hval] at hlim
  rw [hasDerivAt_iff_tendsto_slope]
  refine (hlim.mono_left nhdsWithin_le_nhds).congr' ?_
  -- near `μ` the overlap is nonzero and the difference quotient is exact
  filter_upwards [self_mem_nhdsWithin, nhdsWithin_le_nhds heig,
    nhdsWithin_le_nhds (hs.eventually_ne h1)] with ν hν he h0
  have hν' : ν ≠ μ := hν
  have hne : (ν : ℂ) - μ ≠ 0 := sub_ne_zero.mpr (by exact_mod_cast hν')
  have key := finite_difference_identity hH heig.self_of_nhds he
  have hq : -(star (x μ) ⬝ᵥ (tauZ n *ᵥ x ν)) / (star (x μ) ⬝ᵥ x ν)
      = ((slope E μ ν : ℝ) : ℂ) := by
    rw [slope_def_field]
    push_cast
    rw [div_eq_div_iff h0 hne]
    linear_combination -key
  change (-(star (x μ) ⬝ᵥ (tauZ n *ᵥ x ν)) / (star (x μ) ⬝ᵥ x ν)).re = _
  rw [hq, Complex.ofReal_re]

/-- Along a branch of eigenstates `(u, v)` that is continuous and normalised at `μ`, if `v` is a
phase times the complex conjugate of `u` at `μ`, the energy is stationary in the chemical potential
there. -/
theorem stationary_of_self_conjugate {H0 : Matrix (n ⊕ n) (n ⊕ n) ℂ} (hH : H0.IsHermitian)
    {E : ℝ → ℝ} {x : ℝ → n ⊕ n → ℂ} {μ : ℝ}
    (heig : ∀ᶠ ν in 𝓝 μ, bdg H0 ν *ᵥ x ν = (E ν : ℂ) • x ν)
    (hx : ContinuousAt x μ) (hnorm : particleWeight (x μ) + holeWeight (x μ) = 1)
    {c : ℂ} (hc : ‖c‖ = 1) (hv : ∀ i, x μ (Sum.inr i) = c * star (x μ (Sum.inl i))) :
    HasDerivAt E 0 μ := by
  have hw : holeWeight (x μ) = particleWeight (x μ) := by
    unfold holeWeight particleWeight
    refine Finset.sum_congr rfl fun i _ => ?_
    rw [hv i, norm_mul, hc, one_mul, norm_star]
  have h := hasDerivAt_energy hH heig hx hnorm
  rwa [hw, sub_self] at h

/-- Along a branch of eigenstates that is continuous and normalised at `μ`, the energy has slope
`-1` in the chemical potential at `μ` exactly when the hole part of the eigenstate vanishes. -/
theorem deriv_eq_neg_one_iff {H0 : Matrix (n ⊕ n) (n ⊕ n) ℂ} (hH : H0.IsHermitian)
    {E : ℝ → ℝ} {x : ℝ → n ⊕ n → ℂ} {μ : ℝ}
    (heig : ∀ᶠ ν in 𝓝 μ, bdg H0 ν *ᵥ x ν = (E ν : ℂ) • x ν)
    (hx : ContinuousAt x μ) (hnorm : particleWeight (x μ) + holeWeight (x μ) = 1) :
    deriv E μ = -1 ↔ ∀ i, x μ (Sum.inr i) = 0 := by
  rw [(hasDerivAt_energy hH heig hx hnorm).deriv]
  have h0 : holeWeight (x μ) = 0 ↔ ∀ i, x μ (Sum.inr i) = 0 := by
    unfold holeWeight
    rw [Finset.sum_eq_zero_iff_of_nonneg (fun i _ => by positivity)]
    simp
  rw [← h0]
  constructor <;> intro h <;> linarith

/-- Along a continuous normalised branch, the energy changes by at most the change of the
chemical potential. -/
theorem energy_change_le {H0 : Matrix (n ⊕ n) (n ⊕ n) ℂ} (hH : H0.IsHermitian)
    {E : ℝ → ℝ} {x : ℝ → n ⊕ n → ℂ}
    (heig : ∀ μ, bdg H0 μ *ᵥ x μ = (E μ : ℂ) • x μ) (hx : Continuous x)
    (hnorm : ∀ μ, particleWeight (x μ) + holeWeight (x μ) = 1) (a b : ℝ) :
    |E b - E a| ≤ |b - a| := by
  have hb : ∀ μ ∈ (Set.univ : Set ℝ), ‖holeWeight (x μ) - particleWeight (x μ)‖ ≤ 1 := by
    intro μ _
    have hp : 0 ≤ particleWeight (x μ) := Finset.sum_nonneg fun i _ => by positivity
    have hh : 0 ≤ holeWeight (x μ) := Finset.sum_nonneg fun i _ => by positivity
    have := hnorm μ
    rw [Real.norm_eq_abs, abs_le]
    constructor <;> linarith
  have h := Convex.norm_image_sub_le_of_norm_hasDerivWithin_le
    (fun μ _ => (hasDerivAt_energy hH (Eventually.of_forall heig) hx.continuousAt
      (hnorm μ)).hasDerivWithinAt) hb convex_univ (Set.mem_univ a) (Set.mem_univ b)
  simpa [Real.norm_eq_abs] using h

/-- One level of energy `ξ` with real pairing amplitude `Δ`. -/
def levelH (ξ Δ : ℝ) : Matrix (Unit ⊕ Unit) (Unit ⊕ Unit) ℂ :=
  Matrix.fromBlocks (Matrix.of fun _ _ => (ξ : ℂ)) (Matrix.of fun _ _ => (Δ : ℂ))
    (Matrix.of fun _ _ => (Δ : ℂ)) (Matrix.of fun _ _ => -(ξ : ℂ))

/-- The energy `√((ξ - μ)² + Δ²)`. -/
def levelE (ξ Δ μ : ℝ) : ℝ := √((ξ - μ) ^ 2 + Δ ^ 2)

/-- The length of the vector `(Δ, E - (ξ - μ))`. -/
def levelN (ξ Δ μ : ℝ) : ℝ := √(Δ ^ 2 + (levelE ξ Δ μ - (ξ - μ)) ^ 2)

/-- The vector `(Δ, E - (ξ - μ))` divided by its length. -/
def levelX (ξ Δ μ : ℝ) : Unit ⊕ Unit → ℂ :=
  Sum.elim (fun _ => ((Δ / levelN ξ Δ μ : ℝ) : ℂ))
    (fun _ => (((levelE ξ Δ μ - (ξ - μ)) / levelN ξ Δ μ : ℝ) : ℂ))

/-- For one level with nonzero pairing, `levelX` is a continuous normalised branch of
eigenstates with energy `√((ξ - μ)² + Δ²)`. -/
theorem single_level_witness (ξ : ℝ) {Δ : ℝ} (hΔ : Δ ≠ 0) :
    (levelH ξ Δ).IsHermitian ∧ Continuous (levelX ξ Δ) ∧
    (∀ μ, particleWeight (levelX ξ Δ μ) + holeWeight (levelX ξ Δ μ) = 1) ∧
    ∀ μ, bdg (levelH ξ Δ) μ *ᵥ levelX ξ Δ μ = (levelE ξ Δ μ : ℂ) • levelX ξ Δ μ := by
  have hpos : ∀ μ, 0 < Δ ^ 2 + (levelE ξ Δ μ - (ξ - μ)) ^ 2 := fun μ => by positivity
  have hN0 : ∀ μ, levelN ξ Δ μ ≠ 0 := fun μ => (Real.sqrt_pos.mpr (hpos μ)).ne'
  have cE : Continuous (levelE ξ Δ) := by
    unfold levelE
    fun_prop
  have cN : Continuous (levelN ξ Δ) := by
    unfold levelN
    fun_prop
  refine ⟨Matrix.IsHermitian.ext fun i j => ?_, continuous_pi ?_, fun μ => ?_, fun μ => ?_⟩
  · rcases i with i | i <;> rcases j with j | j <;> simp [levelH]
  · rintro (i | i)
    · exact Complex.continuous_ofReal.comp (continuous_const.div cN hN0)
    · exact Complex.continuous_ofReal.comp
        ((cE.sub (continuous_const.sub continuous_id)).div cN hN0)
  · have hN2 : levelN ξ Δ μ ^ 2 = Δ ^ 2 + (levelE ξ Δ μ - (ξ - μ)) ^ 2 :=
      Real.sq_sqrt (hpos μ).le
    simp only [particleWeight, holeWeight, levelX, Sum.elim_inl, Sum.elim_inr,
      Complex.norm_real, Real.norm_eq_abs, sq_abs, Finset.univ_unique, Finset.sum_singleton]
    rw [div_pow, div_pow, ← add_div, hN2]
    exact div_self (hpos μ).ne'
  · have hE2 : levelE ξ Δ μ ^ 2 = (ξ - μ) ^ 2 + Δ ^ 2 := Real.sq_sqrt (by positivity)
    have hE2c : (levelE ξ Δ μ : ℂ) ^ 2 = ((ξ : ℂ) - μ) ^ 2 + (Δ : ℂ) ^ 2 := by
      exact_mod_cast hE2
    funext i
    rcases i with ⟨⟩ | ⟨⟩
    · simp [bdg, levelH, tauZ, levelX, Matrix.mulVec, dotProduct, Fintype.sum_sum_type,
        Matrix.diagonal_apply]
      ring
    · simp [bdg, levelH, tauZ, levelX, Matrix.mulVec, dotProduct, Fintype.sum_sum_type,
        Matrix.diagonal_apply]
      linear_combination (-(levelN ξ Δ μ : ℂ)⁻¹) * hE2c

end

end QuasiparticleCharge
```

```lean
#print axioms QuasiparticleCharge.stationary_of_self_conjugate
-- 'QuasiparticleCharge.stationary_of_self_conjugate' depends on axioms: [propext, Classical.choice, Quot.sound]
#print axioms QuasiparticleCharge.deriv_eq_neg_one_iff
-- 'QuasiparticleCharge.deriv_eq_neg_one_iff' depends on axioms: [propext, Classical.choice, Quot.sound]
#print axioms QuasiparticleCharge.energy_change_le
-- 'QuasiparticleCharge.energy_change_le' depends on axioms: [propext, Classical.choice, Quot.sound]
```

## The matrices and what they stand for

The finite type `n` labels the single-particle states, for example sites, orbitals and spins together. A quasiparticle state is a function `n ⊕ n → ℂ`: its values on `Sum.inl i` are the particle amplitudes $u_i$, and those on `Sum.inr i` are the hole amplitudes $v_i$. The definitions `particleWeight` and `holeWeight` are
$$\|u\|^2=\sum_i|u_i|^2,\qquad \|v\|^2=\sum_i|v_i|^2 .$$

The matrix `tauZ n`, written $\tau_z$ here, is diagonal with $+1$ on particles and $-1$ on holes. With it, `bdg H0 μ` is $H(\mu)=H_0-\mu\tau_z$. The matrix $H_0$ holds the kinetic energy, the potentials and the pairing amplitudes. It only has to be Hermitian; the particle-hole symmetry of a physical Bogoliubov–de Gennes matrix is not needed.

For a normalised state, $\|u\|^2-\|v\|^2$ is the expectation value of $\tau_z$, the mean charge of the quasiparticle in units of the charge of one particle. The slope $E'(\mu)$ is minus this number. In a finite mean-field model with fixed pairing, the response of a level to the chemical potential therefore reads off its charge.

## What is assumed about the branch

The main theorem, `hasDerivAt_energy`, has three hypotheses besides the Hermiticity of $H_0$:

- `heig` says that $H(\nu)x(\nu)=E(\nu)x(\nu)$ for all $\nu$ in some neighbourhood of $\mu$, with real $E(\nu)$.
- `hx` says that $x$ is continuous at $\mu$.
- `hnorm` says that $\|u\|^2+\|v\|^2=1$ at $\mu$ itself. Elsewhere the norm is free.

The conclusion `HasDerivAt` says that $E$ has a derivative at $\mu$ and that it equals $\|v\|^2-\|u\|^2$. Differentiability is thus a result, for the energy, and is never asked of the state. The existence of a continuous branch is assumed.

Since $H_0$ does not depend on $\mu$, a pairing field that is recomputed self-consistently at each chemical potential is not covered. If $H_0$ varies differentiably, the usual first-order formula has the further term $\langle x,H_0'(\mu)x\rangle$.

## The slope from two nearby eigenstates

Write $\langle x,y\rangle$ for the inner product, conjugate-linear in the first argument; in Lean it is `star x ⬝ᵥ y`. The Hamiltonians at $\mu$ and $\nu$ differ by
$$H(\nu)=H(\mu)-(\nu-\mu)\tau_z .$$
Apply both sides to $x(\nu)$ and take the inner product with $x(\mu)$. On the left, the eigenvalue equation gives $E(\nu)\langle x(\mu),x(\nu)\rangle$. On the right, $H(\mu)$ is Hermitian and can act on $x(\mu)$, which gives the real factor $E(\mu)$. Hence
$$\bigl(E(\nu)-E(\mu)\bigr)\langle x(\mu),x(\nu)\rangle=-(\nu-\mu)\langle x(\mu),\tau_z x(\nu)\rangle .$$
No approximation has been made. As $\nu\to\mu$, continuity takes the overlap on the left to $\langle x(\mu),x(\mu)\rangle=1$, so it is nonzero for $\nu$ close to $\mu$. For such $\nu\neq\mu$,
$$\frac{E(\nu)-E(\mu)}{\nu-\mu}=-\frac{\langle x(\mu),\tau_z x(\nu)\rangle}{\langle x(\mu),x(\nu)\rangle}\longrightarrow-\bigl(\|u\|^2-\|v\|^2\bigr).$$
This is the Hellmann–Feynman formula for a Hamiltonian that is linear in one parameter, on a finite-dimensional space.

The Lean proof follows the same path. `norm_eq_weights` and `tauZ_expectation` express the norm and the $\tau_z$ expectation through the weights, and `bdg_isHermitian` supplies Hermiticity at every real $\mu$. In `finite_difference_identity`, `h1` lets the Hamiltonian act to the left, and `h2` is the relation between the two Hamiltonians.

In `hasDerivAt_energy`, `hs` and `ht` are the limits of the overlap and of the $\tau_z$ matrix element. The `filter_upwards` step restricts to those $\nu\neq\mu$ where the eigenvalue equation holds and the overlap is nonzero. There `hq` identifies the complex quotient with the real difference quotient, and taking real parts carries the limit over to $E$.

## Neutral states, pure particles and a bound on energy changes

In `stationary_of_self_conjugate`, the condition is $v_i=c\,\overline{u_i}$ for every $i$, with $|c|=1$. Then $|v_i|=|u_i|$, the two weights agree, and the slope is zero. This is the self-conjugacy condition for a Majorana operator, in the basis where particle $i$ and hole $i$ belong to the same single-particle state. The theorem gives stationarity at one value of $\mu$; it does not keep the level flat over an interval. Nor does it fix the energy, since particle-hole symmetry is not assumed. With that symmetry, in this basis, a self-conjugate eigenstate has energy zero: its conjugate has energy $-E$ and is the same state up to a phase.

`deriv_eq_neg_one_iff` treats one extreme. Since the weights are nonnegative and add up to 1, $\|v\|^2-\|u\|^2=-1$ means $\|v\|^2=0$, and a sum of squares vanishes only if every $v_i$ does.

The same two facts give $|E'(\mu)|\le1$. If the branch is continuous, normalised and an eigenstate for all real $\mu$, the mean-value inequality turns this bound into $|E(b)-E(a)|\le|b-a|$, which is `energy_change_le`.

## One level with pairing

The last theorem, `single_level_witness`, exhibits a branch that satisfies all these hypotheses. Take a spin-degenerate level of energy $\xi$ with real pairing amplitude $\Delta\neq0$ between its two spin states. The matrix below is one block of the full Bogoliubov–de Gennes matrix: its particle has spin up and its hole has spin down. (A single fermionic state cannot be paired with itself.) Put $\eta=\xi-\mu$. Then
$$H(\mu)=\begin{pmatrix}\eta&\Delta\\ \Delta&-\eta\end{pmatrix},\qquad E=\sqrt{\eta^2+\Delta^2},\qquad x=\frac{1}{N}\begin{pmatrix}\Delta\\ E-\eta\end{pmatrix},$$
where $N=\sqrt{\Delta^2+(E-\eta)^2}$ is nonzero because $\Delta$ is. The first row gives $\eta\Delta+\Delta(E-\eta)=E\Delta$. The second gives $\Delta^2-\eta(E-\eta)=E(E-\eta)$, by $E^2=\eta^2+\Delta^2$; in Lean this relation is `hE2c`.

From $N^2=2E(E-\eta)$ the normalised weights are
$$\|u\|^2=\tfrac12\Bigl(1+\frac{\eta}{E}\Bigr),\qquad \|v\|^2=\tfrac12\Bigl(1-\frac{\eta}{E}\Bigr),$$
and their difference $-\eta/E$ is the derivative of $\sqrt{(\xi-\mu)^2+\Delta^2}$ with respect to $\mu$. At $\mu=\xi$ the amplitudes satisfy $v=\pm\overline{u}$, so the condition of `stationary_of_self_conjugate` holds and the slope is zero, while the energy is $|\Delta|$. This is not a Majorana state, because the particle and the hole have opposite spins.

## Slopes from a single diagonalisation

A program that diagonalises $H(\mu)$ can obtain the slope of a nondegenerate level from its eigenvector alone, as the hole weight minus the particle weight, divided by their sum if the vector is not normalised. The arbitrary phase returned by the solver does no harm, because the weights do not depend on it. At a degeneracy the returned vectors need not lie on continuous branches; the slopes are then the eigenvalues, within the degenerate subspace, of $-P\tau_zP$, where $P$ is the orthogonal projector onto that subspace. The finite-difference identity also provides a test at any step size: for fixed $H_0$, it holds up to numerical error for every pair of eigenvectors computed at two chemical potentials.

## Assuming a differentiable state

The statement could also have been modelled with both $E$ and $x$ differentiable. Differentiating $Hx=Ex$ and taking the inner product with the normalised $x$ gives
$$-\langle x,\tau_z x\rangle+E\langle x,x'\rangle=E'+E\langle x,x'\rangle ,$$
and the terms with $x'$ cancel. The argument is shorter, but it excludes branches whose phase is continuous without being differentiable, although such a phase has no effect on the energy.
